# The ratio of truncation error to last increment diverges when partial-wave gains fall as l⁻⁴

## A series that can be summed exactly

Expand a correlated two-electron wave function in orbitals of angular momentum l = 0, 1, 2, … . Let a_l be the energy gained when the orbitals of angular momentum l are added, and let R_L be the energy still missing after partial wave L, that is, the sum of a_l over all l > L. As a model, in some unit of energy, take

a_l = 1/((l+1)(l+2)(l+3)(l+4)).

Each gain is one third of a difference of neighbouring terms:

a_l = (1/3) · [1/((l+1)(l+2)(l+3)) − 1/((l+2)(l+3)(l+4))].

The sum over l > L therefore telescopes:

R_L = 1/(3(L+2)(L+3)(L+4)),

R_L/a_L = (L+1)/3.

The last gain is one term, while the error collects a slowly decaying tail whose effective length grows with L. With a tolerance of 10⁻⁴, the first gain that meets it is a_8 = 1/11880 ≈ 0.84·10⁻⁴. The remaining error is R_8 = 1/3960 ≈ 2.5·10⁻⁴, and at L = 29 the error is already ten times the last gain.

## Where the fourth power comes from

Smooth orbital products describe the cusp of the wave function at electron coalescence poorly. For the helium ground state, the gains consequently fall off as l⁻⁴. The assumption used here is

l⁴ a_l → A as l → ∞.

The constant A stands for the strength of the cusp contribution and depends on the wave function where the two electrons meet. Both the power and the constant are assumed here; neither is derived from the Schrödinger equation.

The result bears on convergence checks in orbital expansions without explicit correlation, for gains that follow this law and have no other source of error. In particular, each a_l is taken as an exact number, so an incomplete radial basis within a partial wave is not described.

## What is stated about the gains

In Lean the gains are a function `a : ℕ → ℝ`, with a positive value meaning a lowering of the energy. The decay law is the hypothesis `h`, which every theorem from `gain_compare` onwards carries. The error R_L is `truncationError a L`, defined as `∑' k, a (k + (L + 1))`, so its first term is a_(L+1) and the gain a_L counts as included.

- `summable_gains`: the gains have a convergent sum. This matters because Lean gives a divergent infinite sum the value zero, and `truncationError` would then not be an error.
- `truncationError_asymptotic`: L³ R_L → A/3. Here A may be any real number and the gains may have any sign.
- `error_over_gain_atTop`: if A > 0, then R_L/a_L → ∞.
- `error_power_law`: if A > 0, then R_L/a_L^(3/4) → A^(1/4)/3.
- `stopping_rule_fails`: let A > 0 and let every gain be positive. For each real K there is a threshold τ₀ > 0 such that, for every tolerance τ with 0 < τ < τ₀, a first L with a_L ≤ τ exists and R_L > Kτ.

In the last theorem, "first" is expressed by `IsLeast {l | a l ≤ τ} L`, and the search starts at l = 0. The value a_0 thus needs a meaning, for instance the gain of the s orbitals over a reference energy. The theorem gives no numerical value for τ₀, which depends on K and on the whole sequence.

Some condition on the signs is needed for the stopping rule. If a_0 = 0 and a_1 is so negative that R_0 < 0, the rule stops at L = 0 for every positive τ, and R_0 > Kτ fails for K = 1.

## From the decay law to the error

For l ≥ 1, define the reference increment

c_l = 1/l³ − 1/(l+1)³.

The sum of c_l from l = L to l = L+n−1 is 1/L³ − 1/(L+n)³. Letting n → ∞ gives, for L ≥ 1,

∑_(l≥L) c_l = 1/L³.

To compare c_l with the gains, put x = 1/l. Then

(l+1)⁴ c_l = (l+1)(3l²+3l+1)/l³ = (1+x)(3+3x+x²) → 3.

The decay law, shifted by one index, says (l+1)⁴ a_(l+1) → A. Hence

(l+1)⁴ [a_(l+1) − (A/3) c_l] → A − (A/3)·3 = 0.

For any ε > 0, the quantity ε(l+1)⁴ c_l tends to 3ε, which is positive. So from some N ≥ 1 onwards,

|a_(l+1) − (A/3) c_l| ≤ ε c_l.

The right-hand side is summable, so the differences are summable. Adding back the summable (A/3) c_l shows that the gains are summable too. Since the sum of a_(l+1) over l ≥ L is R_L, summing the bound gives, for L ≥ N,

|R_L − A/(3L³)| ≤ ε/L³,

|L³ R_L − A/3| ≤ ε.

This is the tail law L³ R_L → A/3. For A > 0, dividing it by the decay law gives both ratios:

R_L/a_L = L · (L³ R_L)/(L⁴ a_L), where the second factor tends to (A/3)/A = 1/3,

R_L/a_L^(3/4) = (L³ R_L)/(L⁴ a_L)^(3/4) → (A/3)/A^(3/4) = A^(1/4)/3.

The first ratio diverges because its factor L does.

## The error at the stopping point

At the stopping point L we know a_L ≤ τ. A bound of R_L from below by a multiple of a_L therefore doesn't yet bound it by a multiple of τ. The preceding gain, which is still above τ, does.

Choose N so that R_n > (|K|+1) a_n for all n ≥ N, and let τ₀ be the smallest of a_0, …, a_N. Take 0 < τ < τ₀. Since the gains tend to zero, a first L with a_L ≤ τ exists, and L > N because the gains up to N all exceed τ. Put n = L − 1. Then n ≥ N and a_n > τ ≥ a_L, so

R_L = R_n − a_L > (|K|+1) a_n − a_L > |K| a_n ≥ |K| τ ≥ Kτ.

## Other inverse powers

The same argument works for any integer m ≥ 1 with l^(m+1) a_l → A, using the reference increment 1/l^m − 1/(l+1)^m. It gives

L^m R_L → A/m,

and, if A > 0,

R_L/(L a_L) → 1/m and R_L/a_L^(m/(m+1)) → A^(1/(m+1))/m.

The Lean file below treats m = 3 alone.

## The complete Lean file

```lean
import Mathlib

open Filter Topology Finset

namespace PartialWaveStopping

noncomputable section

/-- The truncation error after partial wave `L`: the sum of all energy gains `a l` with `l > L`. -/
def truncationError (a : ℕ → ℝ) (L : ℕ) : ℝ := ∑' k, a (k + (L + 1))

/-- The reference increment `1/l^3 - 1/(l+1)^3`, meant for `l ≥ 1`. -/
def cubeStep (l : ℕ) : ℝ := 1 / (l : ℝ) ^ 3 - 1 / ((l : ℝ) + 1) ^ 3

/-- For `L ≥ 1` the reference increments from `L` onwards sum to `1/L^3`. -/
theorem hasSum_cubeStep {L : ℕ} (hL : 1 ≤ L) :
    HasSum (fun k => cubeStep (k + L)) (1 / (L : ℝ) ^ 3) := by
  have hnn : ∀ k, 0 ≤ cubeStep (k + L) := by
    intro k
    have hk : (0 : ℝ) < ((k + L : ℕ) : ℝ) := by exact_mod_cast (by omega : 0 < k + L)
    exact sub_nonneg.2 (one_div_le_one_div_of_le (pow_pos hk 3)
      (pow_le_pow_left₀ hk.le (by linarith) 3))
  -- partial sums telescope
  have hsum : ∀ n : ℕ, ∑ k ∈ range n, cubeStep (k + L)
      = 1 / (L : ℝ) ^ 3 - 1 / ((n + L : ℕ) : ℝ) ^ 3 := by
    intro n
    induction n with
    | zero => simp
    | succ n ih =>
      rw [sum_range_succ, ih]
      unfold cubeStep
      push_cast
      ring
  have h0 : Tendsto (fun n : ℕ => 1 / (n : ℝ) ^ 3) atTop (𝓝 0) := by
    simp only [one_div]
    exact tendsto_inv_atTop_zero.comp
      ((tendsto_pow_atTop three_ne_zero).comp tendsto_natCast_atTop_atTop)
  rw [hasSum_iff_tendsto_nat_of_nonneg hnn]
  have h := (h0.comp (tendsto_add_atTop_nat L)).const_sub (1 / (L : ℝ) ^ 3)
  rw [sub_zero] at h
  exact h.congr fun n => (hsum n).symm

variable {a : ℕ → ℝ} {A : ℝ} (h : Tendsto (fun l : ℕ => (l : ℝ) ^ 4 * a l) atTop (𝓝 A))
include h

/-- If `l^4 a_l → A`, then for large `l` the gain `a_(l+1)` equals `A/3` times the reference
increment up to an arbitrarily small fraction of that increment. -/
theorem gain_compare {ε : ℝ} (hε : 0 < ε) :
    ∀ᶠ l : ℕ in atTop, |a (l + 1) - A / 3 * cubeStep l| ≤ ε * cubeStep l := by
  have h1 : Tendsto (fun l : ℕ => ((l : ℝ) + 1) ^ 4 * a (l + 1)) atTop (𝓝 A) := by
    refine (h.comp (tendsto_add_atTop_nat 1)).congr fun l => ?_
    simp only [Function.comp_apply, Nat.cast_add, Nat.cast_one]
  have h2 : Tendsto (fun l : ℕ => ((l : ℝ) + 1) ^ 4 * cubeStep l) atTop (𝓝 3) := by
    have hx : Tendsto (fun l : ℕ => 1 / (l : ℝ)) atTop (𝓝 0) :=
      tendsto_one_div_atTop_nhds_zero_nat
    have hc : Tendsto (fun x : ℝ => (1 + x) * (3 + 3 * x + x ^ 2)) (𝓝 0) (𝓝 3) :=
      Continuous.tendsto' (by fun_prop) 0 3 (by norm_num)
    refine (hc.comp hx).congr' ?_
    filter_upwards [eventually_gt_atTop 0] with l hl
    have hl0 : (0 : ℝ) < l := by exact_mod_cast hl
    simp only [Function.comp_apply, cubeStep]
    field_simp
    ring
  have h3 := (h2.const_mul ε).sub (h1.sub (h2.const_mul (A / 3))).abs
  rw [div_mul_cancel₀ _ three_ne_zero, sub_self, abs_zero, sub_zero] at h3
  filter_upwards [h3.eventually (lt_mem_nhds (by positivity : 0 < ε * 3))] with l hl
  have hw : 0 < ((l : ℝ) + 1) ^ 4 := by positivity
  have e : ((l : ℝ) + 1) ^ 4 * a (l + 1) - A / 3 * (((l : ℝ) + 1) ^ 4 * cubeStep l)
      = ((l : ℝ) + 1) ^ 4 * (a (l + 1) - A / 3 * cubeStep l) := by ring
  rw [e, abs_mul, abs_of_pos hw] at hl
  refine le_of_mul_le_mul_left ?_ hw
  linarith

/-- Energy gains with `l^4 a_l → A` have a convergent sum. -/
theorem summable_gains : Summable a := by
  obtain ⟨N, hN⟩ :=
    ((gain_compare h one_pos).and (eventually_ge_atTop 1)).exists_forall_of_atTop
  have hb := (hasSum_cubeStep (hN N le_rfl).2).summable
  have hd : Summable (fun k => a (k + N + 1) - A / 3 * cubeStep (k + N)) :=
    Summable.of_norm_bounded (hb.mul_left 1) fun k => by
      rw [Real.norm_eq_abs]
      exact (hN (k + N) (by omega)).1
  rw [← summable_nat_add_iff (N + 1)]
  exact (summable_congr fun k => sub_add_cancel _ _).1 (hd.add (hb.mul_left (A / 3)))

/-- If `l^4 a_l → A`, the truncation error obeys `L^3 R_L → A/3`. -/
theorem truncationError_asymptotic :
    Tendsto (fun L : ℕ => (L : ℝ) ^ 3 * truncationError a L) atTop (𝓝 (A / 3)) := by
  rw [Metric.tendsto_atTop]
  intro ε hε
  obtain ⟨N, hN⟩ :=
    ((gain_compare h (half_pos hε)).and (eventually_ge_atTop 1)).exists_forall_of_atTop
  refine ⟨N, fun L hL => ?_⟩
  have hb := hasSum_cubeStep (hN L hL).2
  have hs := (summable_nat_add_iff (L + 1)).2 (summable_gains h)
  -- sum the comparison over all omitted partial waves
  have hbound : ‖∑' k, (a (k + (L + 1)) - A / 3 * cubeStep (k + L))‖
      ≤ ε / 2 * (1 / (L : ℝ) ^ 3) :=
    tsum_of_norm_bounded (hb.mul_left (ε / 2)) fun k => by
      rw [Real.norm_eq_abs]
      exact (hN (k + L) (by omega)).1
  have heq : ∑' k, (a (k + (L + 1)) - A / 3 * cubeStep (k + L))
      = truncationError a L - A / 3 * (1 / (L : ℝ) ^ 3) :=
    (hs.hasSum.sub (hb.mul_left (A / 3))).tsum_eq
  rw [heq, Real.norm_eq_abs] at hbound
  have hp : (0 : ℝ) < (L : ℝ) ^ 3 := pow_pos (by exact_mod_cast (hN L hL).2) 3
  have h1 := mul_one_div_cancel hp.ne'
  have e : (L : ℝ) ^ 3 * truncationError a L - A / 3
      = (L : ℝ) ^ 3 * (truncationError a L - A / 3 * (1 / (L : ℝ) ^ 3)) := by
    linear_combination (A / 3) * h1
  rw [Real.dist_eq, e, abs_mul, abs_of_pos hp]
  calc _ ≤ (L : ℝ) ^ 3 * (ε / 2 * (1 / (L : ℝ) ^ 3)) := mul_le_mul_of_nonneg_left hbound hp.le
    _ = ε / 2 := by linear_combination (ε / 2) * h1
    _ < ε := half_lt_self hε

/-- If `l^4 a_l → A > 0`, the ratio `R_L/a_L` of truncation error to last gain tends to
infinity. -/
theorem error_over_gain_atTop (hA : 0 < A) :
    Tendsto (fun L : ℕ => truncationError a L / a L) atTop atTop := by
  have hc : 0 < A / 3 / A := by positivity
  refine (Tendsto.atTop_mul_pos hc tendsto_natCast_atTop_atTop
    ((truncationError_asymptotic h).div h hA.ne')).congr' ?_
  filter_upwards [eventually_gt_atTop 0] with L hL
  have hp : (0 : ℝ) < (L : ℝ) ^ 4 := pow_pos (by exact_mod_cast hL) 4
  have e : (L : ℝ) * ((L : ℝ) ^ 3 * truncationError a L) = (L : ℝ) ^ 4 * truncationError a L := by
    ring
  simp only [Pi.div_apply]
  rw [← mul_div_assoc, e, mul_div_mul_left _ _ hp.ne']

/-- If `l^4 a_l → A > 0`, then `R_L/a_L^(3/4)` tends to `A^(1/4)/3`. -/
theorem error_power_law (hA : 0 < A) :
    Tendsto (fun L : ℕ => truncationError a L / a L ^ ((3 : ℝ) / 4)) atTop
      (𝓝 (A ^ ((1 : ℝ) / 4) / 3)) := by
  have hs : 0 < A ^ ((3 : ℝ) / 4) := Real.rpow_pos_of_pos hA _
  have hlim : A / 3 / A ^ ((3 : ℝ) / 4) = A ^ ((1 : ℝ) / 4) / 3 := by
    rw [div_right_comm]
    congr 1
    rw [div_eq_iff hs.ne', ← Real.rpow_add hA]
    norm_num
  rw [← hlim]
  refine ((truncationError_asymptotic h).div
    (h.rpow_const (Or.inl hA.ne')) hs.ne').congr' ?_
  filter_upwards [eventually_gt_atTop 0, h.eventually (lt_mem_nhds hA)] with L hL hpos
  have hL0 : (0 : ℝ) < L := by exact_mod_cast hL
  have hp : (0 : ℝ) < (L : ℝ) ^ 4 := pow_pos hL0 4
  have haL : 0 < a L := (mul_pos_iff_of_pos_left hp).1 hpos
  have hexp : ((4 : ℕ) : ℝ) * ((3 : ℝ) / 4) = ((3 : ℕ) : ℝ) := by norm_num
  have hpow : ((L : ℝ) ^ 4) ^ ((3 : ℝ) / 4) = (L : ℝ) ^ 3 := by
    rw [← Real.rpow_natCast (L : ℝ) 4, ← Real.rpow_mul hL0.le, hexp, Real.rpow_natCast]
  simp only [Pi.div_apply]
  rw [Real.mul_rpow hp.le haL.le, hpow, mul_div_mul_left _ _ (pow_pos hL0 3).ne']

/-- Let all gains be positive with `l^4 a_l → A > 0`. For any factor `K` and every small enough
tolerance `τ > 0`, stopping at the first gain not above `τ` leaves an error above `K τ`. -/
theorem stopping_rule_fails (hA : 0 < A) (ha : ∀ l, 0 < a l) (K : ℝ) :
    ∃ τ₀ > 0, ∀ τ, 0 < τ → τ < τ₀ →
      ∃ L, IsLeast {l | a l ≤ τ} L ∧ K * τ < truncationError a L := by
  classical
  have hsum := summable_gains h
  obtain ⟨N, hN⟩ :=
    ((error_over_gain_atTop h hA).eventually_gt_atTop (|K| + 1)).exists_forall_of_atTop
  -- a tolerance below the first gains forces the stopping point beyond `N`
  obtain ⟨i, -, hi⟩ := exists_min_image (range (N + 1)) a ⟨0, mem_range.2 (by omega)⟩
  refine ⟨a i, ha i, fun τ hτ hτi => ?_⟩
  have hne : ∃ l, a l ≤ τ :=
    (hsum.tendsto_atTop_zero.eventually (gt_mem_nhds hτ)).exists.imp fun _ hl => le_of_lt hl
  obtain ⟨L, hL, hmin⟩ : ∃ L, a L ≤ τ ∧ ∀ l, a l ≤ τ → L ≤ l :=
    ⟨Nat.find hne, Nat.find_spec hne, fun l hl => Nat.find_min' hne hl⟩
  have hLN : N < L := by
    by_contra hc
    have := hi L (mem_range.2 (by omega))
    linarith
  obtain ⟨n, rfl⟩ : ∃ n, L = n + 1 := ⟨L - 1, by omega⟩
  have hn : τ < a n := by
    by_contra hc
    have := hmin n (not_lt.1 hc)
    omega
  have hbig := (lt_div_iff₀ (ha n)).1 (hN n (by omega))
  -- split off the last gain that was included
  have hsplit : truncationError a n = a (n + 1) + truncationError a (n + 1) := by
    unfold truncationError
    rw [((summable_nat_add_iff (n + 1)).2 hsum).tsum_eq_zero_add, zero_add]
    congr 1
    exact tsum_congr fun k => by rw [show k + 1 + (n + 1) = k + (n + 1 + 1) by omega]
  have hK : K * τ ≤ |K| * a n :=
    (mul_le_mul_of_nonneg_right (le_abs_self K) hτ.le).trans
      (mul_le_mul_of_nonneg_left hn.le (abs_nonneg K))
  refine ⟨n + 1, ⟨hL, fun l hl => hmin l hl⟩, ?_⟩
  linarith

end

end PartialWaveStopping
```

```lean
#print axioms PartialWaveStopping.error_over_gain_atTop
#print axioms PartialWaveStopping.error_power_law
#print axioms PartialWaveStopping.stopping_rule_fails
```

```
'PartialWaveStopping.error_over_gain_atTop' depends on axioms: [propext, Classical.choice, Quot.sound]
'PartialWaveStopping.error_power_law' depends on axioms: [propext, Classical.choice, Quot.sound]
'PartialWaveStopping.stopping_rule_fails' depends on axioms: [propext, Classical.choice, Quot.sound]
```

## The comparison and the tail law in Lean

`cubeStep` is c_l, and `hasSum_cubeStep` is its telescoping sum. The partial sums are found by induction on the number of terms. Because the terms are nonnegative, `hasSum_iff_tendsto_nat_of_nonneg` reduces the infinite sum to the limit of these partial sums.

`gain_compare` is the bound with ε. Its steps `h1` and `h2` are the limits of (l+1)⁴ a_(l+1) and (l+1)⁴ c_l, the latter through the polynomial in x = 1/l. Step `h3` combines them into one limit:

ε(l+1)⁴ c_l − |(l+1)⁴ a_(l+1) − (A/3)(l+1)⁴ c_l| → 3ε.

The left side is therefore eventually positive, and cancelling the factor (l+1)⁴ leaves the required inequality.

`summable_gains` uses this bound with ε = 1. `Summable.of_norm_bounded` makes the differences summable, and the reference series is then added back. `truncationError_asymptotic` takes ε/2 in place of ε to obtain the strict inequality in the definition of a limit. There `tsum_of_norm_bounded` sums the bound over the omitted partial waves, and `heq` identifies the summed difference as R_L − A/(3L³).

## The ratios and the stopping rule in Lean

`error_over_gain_atTop` writes the ratio as L times a factor with a positive limit and applies `Tendsto.atTop_mul_pos`. The limit 1/3 of that factor appears in the code as `A / 3 / A`.

`error_power_law` raises the decay law to the power 3/4 with `rpow_const`. The code splits (L⁴ a_L)^(3/4) into L³ a_L^(3/4) with `Real.mul_rpow`, a lemma that assumes nonnegative factors. Positivity for large L follows from A > 0 and the decay law, so this theorem needs no separate assumption about signs.

In `stopping_rule_fails`, `exists_min_image` picks the smallest of the gains a_0, …, a_N, which serves as τ₀. `Nat.find` supplies the first index whose gain is at most τ. The step `hLN` shows that this index lies beyond N, and `hn` shows that the preceding gain exceeds τ. The identity R_n = a_(n+1) + R_(n+1) is `hsplit`, and the final `linarith` assembles the chain of inequalities for R_L.
